# Counting fermion configurations: from K to K + 1 particles in N spin-orbitals

The lemma states that (K + 1) · C(N, K + 1) = (N − K) · C(N, K), as an equation between real numbers, for all natural numbers N and K. In physical terms, C(N, K) counts the ways to place K identical fermions in N spin-orbitals, at most one in each, and the identity links the counts for K and K + 1 particles. It is pure counting: no Hamiltonian or state vector enters, and K may exceed N, in which case both counts are zero. The attempt tries to get (N + 1) · C(N, K) = C(N + 1, K + 1) · (K + 1) from a library lemma, split C(N + 1, K + 1) by Pascal's rule, carry the result over to the reals and finish by algebra.

The failing Lean file:

```lean
import Mathlib

open Finset

namespace AlwaysStablePredictor

noncomputable section

/-- The ratio of neighbouring binomial coefficients, written without division. -/
lemma choose_ratio (N K : ℕ) :
    ((K : ℝ) + 1) * (N.choose (K + 1) : ℝ) = ((N : ℝ) - K) * (N.choose K : ℝ) := by
  have h : ((N : ℝ) + 1) * (N.choose K : ℝ)
      = ((N.choose K : ℝ) + (N.choose (K + 1) : ℝ)) * ((K : ℝ) + 1) := by
    have h0 := Nat.succ_mul_choose_eq N K
    rw [Nat.succ_eq_add_one, Nat.succ_eq_add_one, Nat.choose_succ_succ'] at h0
    exact_mod_cast h0
  linear_combination -h

end

end AlwaysStablePredictor
```

The compiler's answer:

```
Main.lean:14:15: error(lean.unknownIdentifier): Unknown constant `Nat.succ_mul_choose_eq`
```

Cause. The message means that Lean found no constant called `Nat.succ_mul_choose_eq` in the Mathlib it was using. `h0` therefore could not be built, and the proof of `h` failed there. The message reports a missing name, not a fault in the mathematics.

The repair drops that route and uses `Nat.choose_succ_right_eq`, which gives the wanted relation directly, but over the natural numbers, where `N - K` is zero whenever K exceeds N. That is why the new proof splits into cases. If K ≤ N, `Nat.cast_sub` identifies the real difference with the natural one, `exact_mod_cast` carries the lemma over to the reals, and `linear_combination h1` reorders the factors. If K > N, the real difference is negative and the two subtractions disagree, but both binomial coefficients are zero; the proof rewrites them as such and `simp` closes the goal.

After these edits no error is left:

```diff
@@ -10,10 +10,13 @@
 lemma choose_ratio (N K : ℕ) :
     ((K : ℝ) + 1) * (N.choose (K + 1) : ℝ) = ((N : ℝ) - K) * (N.choose K : ℝ) := by
-  have h : ((N : ℝ) + 1) * (N.choose K : ℝ)
-      = ((N.choose K : ℝ) + (N.choose (K + 1) : ℝ)) * ((K : ℝ) + 1) := by
-    have h0 := Nat.succ_mul_choose_eq N K
-    rw [Nat.succ_eq_add_one, Nat.succ_eq_add_one, Nat.choose_succ_succ'] at h0
-    exact_mod_cast h0
-  linear_combination -h
+  rcases le_or_gt K N with h | h
+  · have h1 : (N.choose (K + 1) : ℝ) * ((K : ℝ) + 1)
+        = (N.choose K : ℝ) * ((N : ℝ) - K) := by
+      rw [← Nat.cast_sub h]
+      exact_mod_cast Nat.choose_succ_right_eq N K
+    linear_combination h1
+  · -- Beyond the end of the row both coefficients vanish.
+    rw [Nat.choose_eq_zero_of_lt h, Nat.choose_eq_zero_of_lt (show N < K + 1 by omega)]
+    simp
 
 end
```
